# Diagonal elements of a Hermitian Perdew–Zunger multiplier matrix never exceed its largest eigenvalue

## Orbitals, multipliers and levels

In a Perdew–Zunger calculation each occupied orbital φ_i has its own Hamiltonian H_i, because the correction subtracts the Hartree and exchange-correlation potentials of that orbital's own density. Minimizing the energy with orthonormal, equally occupied orbitals gives

H_j φ_j = Σ_i L_ij φ_i, L_ij = ⟨φ_i|H_j|φ_j⟩.

The numbers L_ij are the Lagrange multipliers, often written λ_ij or ε_ij. The minimizing orbitals are usually localized, and L is then usually not diagonal. Stationarity under unitary mixing of the occupied orbitals makes L Hermitian:

⟨φ_i|H_i − H_j|φ_j⟩ = 0.

Two sets of one-electron energies can be read from L. The localized expectation values are its diagonal elements L_ii, with maximum ℓ. The canonical levels are its eigenvalues ε_k, with maximum e and minimum m. The canonical orbitals are ψ_k = Σ_i U_ik φ_i, where the columns of the unitary matrix U are eigenvectors of L. The weight of ψ_k in φ_i is w_ik = |U_ik|².

## The bound and the ionization energy

For every localized orbital i of a finite occupied set with Hermitian L,

L_ii ≤ e,

Σ_{j≠i} |L_ij|² ≤ (e − L_ii)(L_ii − m).

If some L_ij with j ≠ i is nonzero, then L_ii < e. Taking ionization energies as negatives of the highest levels gives

−e ≤ −ℓ.

The localized reading is therefore never below the canonical one. It is strictly above if every orbital with L_ii = ℓ is coupled to another orbital. One such coupled orbital is already enough, since the strict bound applied to it gives ℓ < e. Without any coupling, L is diagonal and the two readings agree.

## Reporting the highest occupied level

A code that prints ⟨φ_i|H_i|φ_i⟩ for each localized orbital should not label the largest of these values as the highest canonical level. That level is the largest eigenvalue of L over the occupied orbitals. As an illustration, two orbitals at −10 eV with a coupling of 1 eV have canonical levels at −11 and −9 eV. The localized reading gives an ionization energy of 10 eV and the canonical reading gives 9 eV.

Check the Hermiticity of L before diagonalizing it. Hermitian eigensolvers commonly read only one triangle of the matrix, so they return real eigenvalues even when unconverged orbitals leave L non-Hermitian. The bounds then describe the matrix implied by that triangle.

## Averaging over canonical levels

Write the multiplier matrix in its eigenbasis, with U† the adjoint of U:

L = U diag(ε) U†, L_ij = Σ_k U_ik ε_k conj(U_jk).

Since U U† = 1, the weights of each localized orbital sum to one. Setting j = i gives a weighted mean:

Σ_k w_ik = 1, L_ii = Σ_k w_ik ε_k.

Replacing each ε_k by e cannot lower the mean, so L_ii ≤ e.

For the couplings, square L and use U† U = 1:

L² = U diag(ε²) U†.

Its diagonal element can be computed in two ways. Hermiticity gives L_ji = conj(L_ij), hence

Σ_j |L_ij|² = Σ_k w_ik ε_k².

Every level lies between m and e, so (e − ε_k)(ε_k − m) ≥ 0. Expanding this product and averaging it with the weights w_ik gives

0 ≤ (e + m)L_ii − Σ_j |L_ij|² − em.

Separating the term j = i, which equals L_ii², leaves

Σ_{j≠i} |L_ij|² ≤ (e + m)L_ii − L_ii² − em = (e − L_ii)(L_ii − m).

If L_ii = e, the right side vanishes and so does every coupling of orbital i. A nonzero coupling therefore forces L_ii < e. Choosing an i with L_ii = ℓ gives the ionization statement.

For two orbitals, numbered 0 and 1, with equal expectation values a, let t = |L_01|. The trace fixes ε_0 + ε_1 = 2a, so write ε_0 = a + x and ε_1 = a − x. The mean and the second moment for orbital 0 become

a = a + x(w_00 − w_01),

a² + t² = a² + x² + 2ax(w_00 − w_01).

The first equation makes x(w_00 − w_01) zero, and the second then gives x² = t². The levels are a ± t, so

e = ℓ + |L_01|.

The smallest case is a single orbital. There e = m = L_00, there are no couplings, and both sides of the coupling bound are zero.

The same averaging with m in place of e gives the neighbouring bound L_ii ≥ m. The coupling inequality makes it strict for a coupled orbital.

## The Lean file

```lean
import Mathlib

open Finset

namespace PerdewZungerLevels

noncomputable section

variable {n : Type*} [Fintype n] [DecidableEq n] {L : Matrix n n ℂ}

/-- The unitary matrix whose column `k` holds the coefficients of canonical orbital `k` in the
localized orbitals (rows). Its columns are eigenvectors of the Hermitian Lagrange-multiplier matrix
`L`. -/
def canonicalMix (hL : L.IsHermitian) : Matrix n n ℂ :=
  (hL.eigenvectorUnitary : Matrix n n ℂ)

/-- The weight of canonical orbital `k` in localized orbital `i`. -/
def weight (hL : L.IsHermitian) (i k : n) : ℝ := ‖canonicalMix hL i k‖ ^ 2

/-- The highest canonical level: the largest eigenvalue of `L`. -/
def canonicalHighest [Nonempty n] (hL : L.IsHermitian) : ℝ :=
  univ.sup' univ_nonempty hL.eigenvalues

/-- The lowest canonical level: the smallest eigenvalue of `L`. -/
def canonicalLowest [Nonempty n] (hL : L.IsHermitian) : ℝ :=
  univ.inf' univ_nonempty hL.eigenvalues

/-- The largest real part of a diagonal element of `L`. For Hermitian `L` the diagonal is real, and
this is the highest localized-orbital expectation value. -/
def localizedHighest [Nonempty n] (L : Matrix n n ℂ) : ℝ :=
  univ.sup' univ_nonempty fun i => (L i i).re

/-- The Hermitian Lagrange-multiplier matrix is the diagonal matrix of canonical levels,
transformed to the localized orbitals. -/
theorem canonical_form (hL : L.IsHermitian) :
    L = canonicalMix hL * Matrix.diagonal (fun k => (hL.eigenvalues k : ℂ)) *
      star (canonicalMix hL) := by
  have h := hL.spectral_theorem
  rw [Unitary.conjStarAlgAut_apply] at h
  exact h

/-- An observable diagonal in the canonical orbitals, with real values `d k`, has in localized
orbital `i` the expectation value given by the weighted sum of the `d k`. -/
theorem expectation_eq_sum (hL : L.IsHermitian) (i : n) (d : n → ℝ) :
    (canonicalMix hL * Matrix.diagonal (fun k => (d k : ℂ)) * star (canonicalMix hL)) i i
      = ((∑ k, weight hL i k * d k : ℝ) : ℂ) := by
  rw [Matrix.mul_apply, Complex.ofReal_sum]
  refine sum_congr rfl fun k _ => ?_
  have h : canonicalMix hL i k * star (canonicalMix hL i k) = ((weight hL i k : ℝ) : ℂ) := by
    rw [weight, ← Complex.normSq_eq_norm_sq]
    exact Complex.mul_conj _
  rw [Matrix.mul_diagonal, Matrix.star_apply, mul_right_comm, h, Complex.ofReal_mul]

/-- The canonical weights of a localized orbital sum to one. -/
theorem weight_sum (hL : L.IsHermitian) (i : n) : ∑ k, weight hL i k = 1 := by
  have hU : canonicalMix hL * star (canonicalMix hL) = 1 :=
    Matrix.mem_unitaryGroup_iff.1 hL.eigenvectorUnitary.2
  have h := expectation_eq_sum hL i (fun _ => 1)
  simp only [Complex.ofReal_one, Matrix.diagonal_one, mul_one, hU, Matrix.one_apply_eq] at h
  exact_mod_cast h.symm

/-- The expectation value `L i i` is the weighted mean of the canonical levels. -/
theorem energy_eq_mean (hL : L.IsHermitian) (i : n) :
    L i i = ((∑ k, weight hL i k * hL.eigenvalues k : ℝ) : ℂ) :=
  (congrFun (congrFun (canonical_form hL) i) i).trans (expectation_eq_sum hL i hL.eigenvalues)

/-- The squared moduli in row `i` of `L` sum to the weighted mean of the squared canonical
levels. -/
theorem row_sq_eq_mean (hL : L.IsHermitian) (i : n) :
    ∑ j, ‖L i j‖ ^ 2 = ∑ k, weight hL i k * hL.eigenvalues k ^ 2 := by
  have hU : star (canonicalMix hL) * canonicalMix hL = 1 :=
    Matrix.mem_unitaryGroup_iff'.1 hL.eigenvectorUnitary.2
  have hD : Matrix.diagonal (fun k => (hL.eigenvalues k : ℂ)) *
      Matrix.diagonal (fun k => (hL.eigenvalues k : ℂ))
      = Matrix.diagonal (fun k => ((hL.eigenvalues k ^ 2 : ℝ) : ℂ)) := by
    rw [Matrix.diagonal_mul_diagonal]
    congr 1
    funext k
    push_cast
    ring
  -- the square of `L` is diagonal in the same canonical orbitals
  have hsq : L * L = canonicalMix hL *
      Matrix.diagonal (fun k => ((hL.eigenvalues k ^ 2 : ℝ) : ℂ)) * star (canonicalMix hL) := by
    rw [← hD]
    have h := canonical_form hL
    generalize Matrix.diagonal (fun k => (hL.eigenvalues k : ℂ)) = D at h ⊢
    generalize canonicalMix hL = U at h hU ⊢
    calc L * L = (U * D * star U) * (U * D * star U) := by rw [← h]
      _ = U * D * (star U * U) * (D * star U) := by noncomm_ring
      _ = U * (D * D) * star U := by rw [hU]; noncomm_ring
  have h := (congrFun (congrFun hsq i) i).trans (expectation_eq_sum hL i _)
  apply Complex.ofReal_injective
  rw [← h, Matrix.mul_apply, Complex.ofReal_sum]
  refine sum_congr rfl fun j _ => ?_
  have hji : L j i = star (L i j) := (hL.apply j i).symm
  rw [hji, ← Complex.normSq_eq_norm_sq]
  exact (Complex.mul_conj _).symm

/-- The total squared coupling of localized orbital `i` to the others is at most the product of
its distances from the highest and the lowest canonical level. -/
theorem coupling_sq_le [Nonempty n] (hL : L.IsHermitian) (i : n) :
    ∑ j ∈ univ.erase i, ‖L i j‖ ^ 2 ≤
      (canonicalHighest hL - (L i i).re) * ((L i i).re - canonicalLowest hL) := by
  have hpos : 0 ≤ ∑ k, weight hL i k * ((canonicalHighest hL - hL.eigenvalues k) *
      (hL.eigenvalues k - canonicalLowest hL)) := by
    refine sum_nonneg fun k _ => mul_nonneg (sq_nonneg _) (mul_nonneg ?_ ?_)
    · exact sub_nonneg.2 (le_sup' hL.eigenvalues (mem_univ k))
    · exact sub_nonneg.2 (inf'_le hL.eigenvalues (mem_univ k))
  have hexp : ∑ k, weight hL i k * ((canonicalHighest hL - hL.eigenvalues k) *
      (hL.eigenvalues k - canonicalLowest hL))
      = (canonicalHighest hL + canonicalLowest hL) * ∑ k, weight hL i k * hL.eigenvalues k
        - ∑ k, weight hL i k * hL.eigenvalues k ^ 2
        - canonicalHighest hL * canonicalLowest hL * ∑ k, weight hL i k := by
    rw [mul_sum, mul_sum, ← sum_sub_distrib, ← sum_sub_distrib]
    exact sum_congr rfl fun k _ => by ring
  have hre : (L i i).re = ∑ k, weight hL i k * hL.eigenvalues k := by
    rw [energy_eq_mean hL i, Complex.ofReal_re]
  have hnorm : ‖L i i‖ ^ 2 = (L i i).re ^ 2 := by
    rw [energy_eq_mean hL i, Complex.norm_real, Real.norm_eq_abs, sq_abs, Complex.ofReal_re]
  -- separate the diagonal element from the couplings
  have hsplit := add_sum_erase univ (fun j => ‖L i j‖ ^ 2) (mem_univ i)
  simp only [hnorm, row_sq_eq_mean hL i] at hsplit
  rw [hexp, weight_sum, ← hre] at hpos
  linarith

/-- No localized-orbital expectation value lies above the highest canonical level. -/
theorem energy_le_highest [Nonempty n] (hL : L.IsHermitian) (i : n) :
    (L i i).re ≤ canonicalHighest hL := by
  rw [energy_eq_mean hL i, Complex.ofReal_re]
  calc ∑ k, weight hL i k * hL.eigenvalues k
      ≤ ∑ k, weight hL i k * canonicalHighest hL :=
        sum_le_sum fun k _ => mul_le_mul_of_nonneg_left
          (le_sup' hL.eigenvalues (mem_univ k)) (sq_nonneg _)
    _ = canonicalHighest hL := by rw [← sum_mul, weight_sum, one_mul]

/-- A localized orbital coupled to another one has its expectation value strictly below the
highest canonical level. -/
theorem energy_lt_highest [Nonempty n] (hL : L.IsHermitian) {i j : n} (hji : j ≠ i)
    (hc : L i j ≠ 0) : (L i i).re < canonicalHighest hL := by
  refine lt_of_le_of_ne (energy_le_highest hL i) fun h => ?_
  have hb := coupling_sq_le hL i
  rw [h, sub_self, zero_mul] at hb
  have hs := single_le_sum (f := fun j => ‖L i j‖ ^ 2) (fun j _ => sq_nonneg _)
    (mem_erase.2 ⟨hji, mem_univ j⟩)
  have hp : 0 < ‖L i j‖ ^ 2 := pow_pos (norm_pos_iff.2 hc) 2
  exact absurd (hs.trans hb) (not_le_of_gt hp)

/-- The ionization energy read as minus the highest localized expectation value is never below
minus the highest canonical level. It is strictly above if every localized orbital with the
highest expectation value is coupled to another orbital. -/
theorem ionization_overestimate [Nonempty n] (hL : L.IsHermitian) :
    -canonicalHighest hL ≤ -localizedHighest L ∧
      ((∀ i, (L i i).re = localizedHighest L → ∃ j, j ≠ i ∧ L i j ≠ 0) →
        -canonicalHighest hL < -localizedHighest L) := by
  -- pick a localized orbital that attains the highest expectation value
  obtain ⟨i, -, hi⟩ := exists_mem_eq_sup' univ_nonempty fun i => (L i i).re
  have hi' : localizedHighest L = (L i i).re := hi
  refine ⟨?_, fun h => ?_⟩
  · rw [hi']
    exact neg_le_neg (energy_le_highest hL i)
  · obtain ⟨j, hji, hc⟩ := h i hi'.symm
    rw [hi']
    exact neg_lt_neg (energy_lt_highest hL hji hc)

/-- For two localized orbitals with equal expectation values, the highest canonical level lies
above the localized one by exactly the modulus of their coupling. -/
theorem symmetric_pair {L : Matrix (Fin 2) (Fin 2) ℂ} (hL : L.IsHermitian)
    (heq : L 0 0 = L 1 1) :
    canonicalHighest hL = localizedHighest L + ‖L 0 1‖ := by
  have hloc : localizedHighest L = (L 0 0).re := by
    apply le_antisymm
    · refine sup'_le _ _ fun k _ => ?_
      revert k
      simp [Fin.forall_fin_two, heq]
    · exact le_sup' (fun i => (L i i).re) (mem_univ 0)
  have htr := hL.trace_eq_sum_eigenvalues
  rw [Matrix.trace_fin_two, Fin.sum_univ_two, ← heq] at htr
  have ht : (L 0 0).re + (L 0 0).re = hL.eigenvalues 0 + hL.eigenvalues 1 :=
    congrArg Complex.re htr
  have h0 := weight_sum hL 0
  have h1 := congrArg Complex.re (energy_eq_mean hL 0)
  have h2 := row_sq_eq_mean hL 0
  have hnorm : ‖L 0 0‖ ^ 2 = (L 0 0).re ^ 2 := by
    rw [energy_eq_mean hL 0, Complex.norm_real, Real.norm_eq_abs, sq_abs, Complex.ofReal_re]
  rw [Complex.ofReal_re] at h1
  rw [Fin.sum_univ_two] at h0 h1
  rw [Fin.sum_univ_two, Fin.sum_univ_two, hnorm] at h2
  have e1 : hL.eigenvalues 1 = 2 * (L 0 0).re - hL.eigenvalues 0 := by linarith
  rw [e1] at h1 h2
  -- both levels lie at distance `‖L 0 1‖` from the common expectation value
  have hprod : (hL.eigenvalues 0 - (L 0 0).re - ‖L 0 1‖) *
      (hL.eigenvalues 0 - (L 0 0).re + ‖L 0 1‖) = 0 := by
    linear_combination -h2 + 2 * (L 0 0).re * h1 +
      ((L 0 0).re ^ 2 - (hL.eigenvalues 0 - (L 0 0).re) ^ 2) * h0
  have hT := norm_nonneg (L 0 1)
  have hle0 : hL.eigenvalues 0 ≤ canonicalHighest hL := le_sup' hL.eigenvalues (mem_univ 0)
  have hle1 : hL.eigenvalues 1 ≤ canonicalHighest hL := le_sup' hL.eigenvalues (mem_univ 1)
  rw [hloc]
  apply le_antisymm
  · have hk : ∀ k, hL.eigenvalues k ≤ (L 0 0).re + ‖L 0 1‖ := by
      rw [Fin.forall_fin_two]
      rcases mul_eq_zero.1 hprod with h | h <;> constructor <;> linarith
    exact sup'_le _ _ fun k _ => hk k
  · rcases mul_eq_zero.1 hprod with h | h <;> linarith

end

end PerdewZungerLevels
```

```lean
#print axioms PerdewZungerLevels.canonical_form
-- 'PerdewZungerLevels.canonical_form' depends on axioms: [propext, Classical.choice, Quot.sound]
#print axioms PerdewZungerLevels.ionization_overestimate
-- 'PerdewZungerLevels.ionization_overestimate' depends on axioms: [propext, Classical.choice, Quot.sound]
#print axioms PerdewZungerLevels.symmetric_pair
-- 'PerdewZungerLevels.symmetric_pair' depends on axioms: [propext, Classical.choice, Quot.sound]
```

## Reading the definitions and theorems

The finite type `n` labels the occupied localized orbitals, and `L` is a complex matrix on those labels. The hypothesis `hL : L.IsHermitian` stands for the stationarity condition above; it is assumed, not derived from an energy functional. `Nonempty n` says that there is at least one orbital, so the highest and lowest levels exist.

`canonicalMix hL` is U, and `weight hL i k` is w_ik. The eigenvalues `hL.eigenvalues k` carry labels from the same type `n`, but sharing a label does not pair a canonical orbital with a localized one. The quantities e, m and ℓ are `canonicalHighest hL`, `canonicalLowest hL` and `localizedHighest L`. Diagonal elements appear as `(L i i).re` because the matrix entries have complex type; Hermiticity makes their imaginary parts zero.

`energy_le_highest` states L_ii ≤ e, `energy_lt_highest` states the strict version for a coupled orbital, and `coupling_sq_le` bounds the summed squared couplings, with `univ.erase i` expressing j ≠ i. `ionization_overestimate` combines the weak inequality for the ionization energies with the strict one under the coupling condition. `symmetric_pair` is the exact two-orbital formula.

## From the spectral theorem to the inequalities

`canonical_form` obtains the eigenbasis expression from Mathlib's spectral theorem. `expectation_eq_sum` evaluates a diagonal element of U diag(d) U† for arbitrary real values d_k. Setting every d_k to one yields `weight_sum`, and setting d_k = ε_k yields `energy_eq_mean`.

In `row_sq_eq_mean`, the step `hsq` computes L² by cancelling U† U; `noncomm_ring` handles the regrouping of matrix products. Applying `expectation_eq_sum` to the squared levels gives the second moment.

In `coupling_sq_le`, `hpos` is the nonnegative average of (e − ε_k)(ε_k − m), `hexp` expands it, and `hsplit` separates the diagonal term. `linarith` combines these facts into the bound. `energy_le_highest` uses the weighted mean directly. `energy_lt_highest` assumes equality, which makes the coupling sum at most zero, and contradicts this with the positive term |L_ij|².

`ionization_overestimate` picks an orbital attaining ℓ and changes the signs. In `symmetric_pair`, `linear_combination` derives (x − t)(x + t) = 0 from the weight sum and the two moments, with the trace already used to eliminate ε_1. The two possible signs of x lead to the same maximum.

## What a code may infer

For any finite Hermitian multiplier matrix, the order of the two readings is settled, whatever density functional produced the matrix. For the symmetric pair the size of the gap is the modulus of the coupling; in general the coupling bound constrains the gap from below.

The identification of −e with an ionization energy is left to physics, as is the Hermiticity of L. The word "overestimate" compares the localized reading with the canonical one, not with experiment or with a total-energy difference. The theorems also concern exact real and complex numbers, so a code comparing computed values needs a tolerance for rounding and for the residual non-Hermiticity of L.
